# Inverting the radial equation for $r^m$ with $m>l+1$ gives a repulsive $1/r^2$ core whose form factor, after exponential damping in $r$, falls off as $1/q$

## How hard is the core behind a pseudo-wavefunction $r^m$?

In constructing a norm-conserving pseudopotential, I choose a nodeless radial function $u(r)=rR(r)$ inside the core radius and invert the radial Schrödinger equation to find the potential that generates it. The regular choice near the nucleus is $u\sim r^{l+1}$, where $l$ is the angular momentum. Suppose I make $u$ vanish faster and take the pure power $u=r^m$ with real $m>l+1$. I expect a potential that blows up as $C/r^2$ with $C>0$ and, once it is damped by $e^{-ar}$ with $a>0$, a form factor $F(q)$ at momentum $q$ for which $qF(q)$ tends to $2\pi^2C$ as $q\to\infty$. Can this be derived in full and checked by machine in Lean 4?

## A $C/r^2$ core and its arctangent form factor

Yes, for a pure power on the whole half-line $r>0$ with exponential damping.

### From the wavefunction to the potential

In atomic units the radial equation at reference energy $\varepsilon$ is
$$-\tfrac12u''+\frac{l(l+1)}{2r^2}u+Vu=\varepsilon u .$$
Wherever $r$ and $u$ are nonzero, it can be solved for the potential:
$$V=\varepsilon+\frac{u''}{2u}-\frac{l(l+1)}{2r^2}.$$
For $u=r^m$ we have $u'=mr^{m-1}$ and $u''=m(m-1)r^{m-2}$, so $u''/(2u)=m(m-1)/(2r^2)$ and
$$V=\varepsilon+\frac{C}{r^2},\qquad C=\frac{m(m-1)-l(l+1)}{2}=\frac{(m-l-1)(m+l)}{2}.$$
For $m>0$ the factor $m+l$ is positive, so $C>0$ exactly when $m>l+1$. In that case $V\to+\infty$ as $r\to0^+$.

The limiting case is $m=l+1$, where $C=0$. With $l=0$ this is $u=r$, which belongs to the constant potential $V=\varepsilon$, and the form factor of $V-\varepsilon$ vanishes.

### From the potential to the form factor

The form factor of a spherical potential is its three-dimensional Fourier transform. For the damped core $e^{-ar}(V-\varepsilon)$ the factor $r^2$ cancels the singularity:
$$F(q)=4\pi C\int_0^\infty e^{-ar}\,\frac{\sin(qr)}{qr}\,dr .$$

First we need a cosine integral. The function
$$e^{-ar}\,\frac{q\sin(qr)-a\cos(qr)}{a^2+q^2}$$
has derivative $e^{-ar}\cos(qr)$, vanishes as $r\to\infty$ and equals $-a/(a^2+q^2)$ at $r=0$. Hence
$$\int_0^\infty e^{-ar}\cos(qr)\,dr=\frac{a}{a^2+q^2}.$$

Now let
$$I(q)=q\int_0^\infty e^{-ar}\frac{\sin(qr)}{qr}\,dr=\int_0^\infty e^{-ar}\frac{\sin(qr)}{r}\,dr .$$
Differentiating the integrand with respect to $q$ gives $e^{-ar}\cos(qr)$, which is bounded by the integrable function $e^{-ar}$ for every $q$. We may therefore differentiate under the integral:
$$I'(q)=\frac{a}{a^2+q^2}=\frac{d}{dq}\arctan\frac qa .$$
Both $I$ and the arctangent vanish at $q=0$, so $I(q)=\arctan(q/a)$. For $q\neq0$,
$$F(q)=4\pi C\,\frac{\arctan(q/a)}{q}.$$
As $q\to\infty$ the arctangent tends to $\pi/2$, so $qF(q)\to2\pi^2C$. At fixed $q>0$, letting $a\to0^+$ gives $F(q)\to2\pi^2C/q$ for the same reason.

As a numerical instance, take $l=0$, $m=2$ and $a=1$. Then $C=1$ and $V=\varepsilon+1/r^2$. At $q=1$ we get $qF(q)=4\pi\cdot\pi/4=\pi^2\approx9.87$, half of the limit $2\pi^2\approx19.74$. At $q=10$ the value is $4\pi\arctan 10\approx18.49$.

### The Lean file

```lean
import Mathlib

open MeasureTheory Set Filter
open scoped Real Topology

namespace PowerLawPseudopotential

noncomputable section

/-- The potential obtained by inverting the radial Schrödinger equation (atomic units) for the
radial function `u` at energy `ε` and angular momentum `l`, where `r ≠ 0`, `u r ≠ 0` and `u` is
twice differentiable at `r`. -/
def invertedPotential (ε : ℝ) (l : ℕ) (u : ℝ → ℝ) (r : ℝ) : ℝ :=
  ε + deriv (deriv u) r / (2 * u r) - l * (l + 1) / (2 * r ^ 2)

/-- The coefficient `C = (m(m-1) - l(l+1))/2` of the inverse-square core. -/
def coreStrength (l : ℕ) (m : ℝ) : ℝ := (m * (m - 1) - l * (l + 1)) / 2

/-- The form factor of a spherical potential: `4π ∫ r² V(r) sin(qr)/(qr) dr` over `r > 0`,
with `sin(qr)/(qr)` read as `1` at `q = 0`. -/
def formFactor (V : ℝ → ℝ) (q : ℝ) : ℝ :=
  4 * π * ∫ r in Ioi (0 : ℝ), r ^ 2 * V r * Real.sinc (q * r)

/-- The inverted potential of `u = r^m`, measured from the reference energy and screened by
`exp(-a r)`, for `r > 0`. -/
def screenedCore (ε : ℝ) (l : ℕ) (m a r : ℝ) : ℝ :=
  Real.exp (-a * r) * (invertedPotential ε l (fun x => x ^ m) r - ε)

/-- For `r > 0`, the radial function `u = r^m` is generated by the potential `ε + C/r²`. -/
theorem invertedPotential_rpow (ε : ℝ) (l : ℕ) (m : ℝ) {r : ℝ} (hr : 0 < r) :
    invertedPotential ε l (fun x => x ^ m) r = ε + coreStrength l m / r ^ 2 := by
  have h1 : deriv (fun x : ℝ => x ^ m) =ᶠ[𝓝 r] fun x => m * x ^ (m - 1) := by
    filter_upwards [lt_mem_nhds hr] with x hx
    exact (Real.hasDerivAt_rpow_const (Or.inl hx.ne')).deriv
  have h2 : deriv (deriv fun x : ℝ => x ^ m) r = m * ((m - 1) * r ^ (m - 1 - 1)) := by
    rw [h1.deriv_eq]
    exact ((Real.hasDerivAt_rpow_const (Or.inl hr.ne')).const_mul m).deriv
  have h3 : r ^ (m - 1 - 1) = r ^ m / r ^ 2 := by
    rw [Real.rpow_sub_one hr.ne', Real.rpow_sub_one hr.ne', div_div, sq]
  have h4 : r ^ m ≠ 0 := (Real.rpow_pos_of_pos hr m).ne'
  simp only [invertedPotential, coreStrength, h2, h3]
  -- the amplitude of `u` cancels
  generalize r ^ m = w at h4 ⊢
  field_simp
  ring

/-- For a positive exponent `m`, the inverse-square core is repulsive exactly when
`m > l + 1`. -/
theorem coreStrength_pos_iff (l : ℕ) {m : ℝ} (hm : 0 < m) :
    0 < coreStrength l m ↔ (l : ℝ) + 1 < m := by
  have hC : coreStrength l m = (m - (l + 1)) * ((m + l) / 2) := by
    unfold coreStrength
    ring
  rw [hC, mul_pos_iff_of_pos_right (by positivity), sub_pos]

/-- If `u = r^m` with `m > l + 1`, the inverted potential diverges to `+∞` at the nucleus. -/
theorem invertedPotential_diverges (ε : ℝ) (l : ℕ) {m : ℝ} (hm : (l : ℝ) + 1 < m) :
    Tendsto (invertedPotential ε l (fun x => x ^ m)) (𝓝[>] 0) atTop := by
  have hC : 0 < coreStrength l m :=
    (coreStrength_pos_iff l (lt_trans (by positivity) hm)).2 hm
  have h : Tendsto (fun r : ℝ => ε + coreStrength l m * (r⁻¹) ^ 2) (𝓝[>] 0) atTop :=
    tendsto_atTop_add_const_left _ ε
      (((tendsto_pow_atTop two_ne_zero).comp tendsto_inv_nhdsGT_zero).const_mul_atTop hC)
  refine h.congr' ?_
  filter_upwards [self_mem_nhdsWithin] with r hr
  rw [invertedPotential_rpow ε l m hr, inv_pow, div_eq_mul_inv]

/-- For `a > 0`, a continuous function bounded by one in modulus becomes integrable over
`r > 0` once it is screened by `exp(-a r)`. -/
theorem integrableOn_screened {a : ℝ} (ha : 0 < a) {g : ℝ → ℝ} (hg : Continuous g)
    (hb : ∀ x, |g x| ≤ 1) :
    IntegrableOn (fun r => Real.exp (-a * r) * g r) (Ioi 0) := by
  refine Integrable.mono' (exp_neg_integrableOn_Ioi 0 ha)
    (Continuous.aestronglyMeasurable (by fun_prop)) (ae_of_all _ fun r => ?_)
  rw [Real.norm_eq_abs, abs_mul, abs_of_pos (Real.exp_pos _)]
  exact mul_le_of_le_one_right (Real.exp_pos _).le (hb r)

/-- For `a > 0`, the integral of `exp(-a r) cos(q r)` over `r > 0` is the Lorentzian
`a/(a² + q²)`. -/
theorem integral_screened_cos {a : ℝ} (ha : 0 < a) (q : ℝ) :
    ∫ r in Ioi (0 : ℝ), Real.exp (-a * r) * Real.cos (q * r) = a / (a ^ 2 + q ^ 2) := by
  have hD : 0 < a ^ 2 + q ^ 2 := by positivity
  -- an explicit antiderivative
  have hder : ∀ r ∈ Ici (0 : ℝ), HasDerivAt (fun r => Real.exp (-a * r) *
      ((q * Real.sin (q * r) - a * Real.cos (q * r)) / (a ^ 2 + q ^ 2)))
      (Real.exp (-a * r) * Real.cos (q * r)) r := by
    intro r _
    have he := ((hasDerivAt_id' r).const_mul (-a)).exp
    have hs := ((hasDerivAt_id' r).const_mul q).sin.const_mul q
    have hc := ((hasDerivAt_id' r).const_mul q).cos.const_mul a
    refine (he.fun_mul ((hs.fun_sub hc).div_const (a ^ 2 + q ^ 2))).congr_deriv ?_
    field_simp
    ring
  have hexp : Tendsto (fun r : ℝ => Real.exp (-a * r)) atTop (𝓝 0) :=
    Real.tendsto_exp_atBot.comp (tendsto_id.const_mul_atTop_of_neg (neg_lt_zero.2 ha))
  -- the antiderivative is damped to zero at large distance
  have hlim : Tendsto (fun r => Real.exp (-a * r) *
      ((q * Real.sin (q * r) - a * Real.cos (q * r)) / (a ^ 2 + q ^ 2))) atTop (𝓝 0) := by
    refine squeeze_zero_norm (a := fun r => Real.exp (-a * r) *
      ((|q| + |a|) / (a ^ 2 + q ^ 2))) (fun r => ?_) (by simpa using hexp.mul_const _)
    have h1 : |q * Real.sin (q * r)| ≤ |q| := by
      rw [abs_mul]
      exact mul_le_of_le_one_right (abs_nonneg _) (Real.abs_sin_le_one _)
    have h2 : |a * Real.cos (q * r)| ≤ |a| := by
      rw [abs_mul]
      exact mul_le_of_le_one_right (abs_nonneg _) (Real.abs_cos_le_one _)
    rw [norm_mul, norm_div, Real.norm_of_nonneg (Real.exp_pos _).le, Real.norm_of_nonneg hD.le]
    exact mul_le_mul_of_nonneg_left (div_le_div_of_nonneg_right
      ((norm_sub_le _ _).trans (add_le_add h1 h2)) hD.le) (Real.exp_pos _).le
  rw [integral_Ioi_of_hasDerivAt_of_tendsto' hder
    (integrableOn_screened ha (by fun_prop) fun x => Real.abs_cos_le_one _) hlim]
  simp [neg_div]

/-- For `a > 0`, `q` times the integral of `exp(-a r) sin(q r)/(q r)` over `r > 0` is
`arctan(q/a)`. -/
theorem integral_screened_sinc {a : ℝ} (ha : 0 < a) (q : ℝ) :
    q * ∫ r in Ioi (0 : ℝ), Real.exp (-a * r) * Real.sinc (q * r) = Real.arctan (q / a) := by
  -- differentiate under the integral with respect to the momentum
  have hG : ∀ p : ℝ, HasDerivAt
      (fun p => ∫ r in Ioi (0 : ℝ), p * (Real.exp (-a * r) * Real.sinc (p * r)))
      (a / (a ^ 2 + p ^ 2)) p := by
    intro p
    have hi : ∀ k : ℝ, IntegrableOn
        (fun r => k * (Real.exp (-a * r) * Real.sinc (k * r))) (Ioi 0) := fun k =>
      (integrableOn_screened ha (Real.continuous_sinc.comp (continuous_const_mul k))
        fun x => Real.abs_sinc_le_one _).const_mul k
    rw [← integral_screened_cos ha p]
    refine (hasDerivAt_integral_of_dominated_loc_of_deriv_le
      (F' := fun k r => Real.exp (-a * r) * Real.cos (k * r))
      (bound := fun r => Real.exp (-a * r)) univ_mem
      (Eventually.of_forall fun k => (hi k).aestronglyMeasurable) (hi p)
      (Continuous.aestronglyMeasurable (by fun_prop)) (ae_of_all _ fun r k _ => ?_)
      (exp_neg_integrableOn_Ioi 0 ha) ?_).2
    · rw [Real.norm_eq_abs, abs_mul, abs_of_pos (Real.exp_pos _)]
      exact mul_le_of_le_one_right (Real.exp_pos _).le (Real.abs_cos_le_one _)
    · filter_upwards [ae_restrict_mem measurableSet_Ioi] with r hr k _
      have hr0 : r ≠ 0 := ne_of_gt hr
      have hf : (fun k => k * (Real.exp (-a * r) * Real.sinc (k * r))) =
          fun k => Real.exp (-a * r) * (Real.sin (k * r) / r) := by
        funext k
        rcases eq_or_ne k 0 with rfl | hk
        · simp
        · rw [Real.sinc_of_ne_zero (mul_ne_zero hk hr0)]
          field_simp
      rw [hf]
      refine ((((hasDerivAt_id' k).mul_const r).sin.div_const r).const_mul _).congr_deriv ?_
      field_simp
  have hA : ∀ p : ℝ, HasDerivAt (fun p => Real.arctan (p / a)) (a / (a ^ 2 + p ^ 2)) p := by
    intro p
    refine ((hasDerivAt_id' p).div_const a).arctan.congr_deriv ?_
    field_simp
  -- equal derivatives and equal values at zero momentum
  have hD := fun p => ((hG p).fun_sub (hA p)).congr_deriv (sub_self _)
  have h := is_const_of_deriv_eq_zero (fun p => (hD p).differentiableAt)
    (fun p => (hD p).deriv) q 0
  simp only [integral_const_mul, zero_mul, integral_zero, zero_div, Real.arctan_zero,
    sub_zero] at h
  linarith

/-- For `a > 0` and `q ≠ 0`, the screened core has the form factor `4π C arctan(q/a)/q`. -/
theorem formFactor_screenedCore (ε : ℝ) (l : ℕ) (m : ℝ) {a q : ℝ} (ha : 0 < a) (hq : q ≠ 0) :
    formFactor (screenedCore ε l m a) q =
      4 * π * coreStrength l m * Real.arctan (q / a) / q := by
  have h : ∫ r in Ioi (0 : ℝ), r ^ 2 * screenedCore ε l m a r * Real.sinc (q * r) =
      ∫ r in Ioi (0 : ℝ), coreStrength l m * (Real.exp (-a * r) * Real.sinc (q * r)) := by
    refine setIntegral_congr_fun measurableSet_Ioi fun r hr => ?_
    have hr0 : r ≠ 0 := ne_of_gt hr
    simp only [screenedCore, invertedPotential_rpow ε l m hr, add_sub_cancel_left]
    field_simp
  rw [formFactor, h, integral_const_mul, ← integral_screened_sinc ha q, eq_div_iff hq]
  ring

/-- For `m > l + 1` and `a > 0`, `q F(q)` tends to the positive constant `2π² C` at large
momentum. -/
theorem formFactor_tail (ε : ℝ) (l : ℕ) {m a : ℝ} (hm : (l : ℝ) + 1 < m) (ha : 0 < a) :
    0 < 2 * π ^ 2 * coreStrength l m ∧
    Tendsto (fun q => q * formFactor (screenedCore ε l m a) q) atTop
      (𝓝 (2 * π ^ 2 * coreStrength l m)) := by
  have hC : 0 < coreStrength l m :=
    (coreStrength_pos_iff l (lt_trans (by positivity) hm)).2 hm
  refine ⟨by positivity, ?_⟩
  have h := ((Real.tendsto_arctan_atTop.mono_right nhdsWithin_le_nhds).comp
    (tendsto_id.atTop_div_const ha)).const_mul (4 * π * coreStrength l m)
  rw [show 2 * π ^ 2 * coreStrength l m = 4 * π * coreStrength l m * (π / 2) by ring]
  refine h.congr' ?_
  filter_upwards [eventually_gt_atTop 0] with q hq
  rw [formFactor_screenedCore ε l m ha hq.ne', mul_div_cancel₀ _ hq.ne']
  rfl

/-- At fixed `q > 0`, the form factor tends to `2π² C/q` as the screening is removed,
`a → 0⁺`. -/
theorem formFactor_unscreened (ε : ℝ) (l : ℕ) (m : ℝ) {q : ℝ} (hq : 0 < q) :
    Tendsto (fun a => formFactor (screenedCore ε l m a) q) (𝓝[>] 0)
      (𝓝 (2 * π ^ 2 * coreStrength l m / q)) := by
  have h := (((Real.tendsto_arctan_atTop.mono_right nhdsWithin_le_nhds).comp
    (tendsto_inv_nhdsGT_zero.const_mul_atTop hq)).const_mul
      (4 * π * coreStrength l m)).div_const q
  rw [show 2 * π ^ 2 * coreStrength l m = 4 * π * coreStrength l m * (π / 2) by ring]
  refine h.congr' ?_
  filter_upwards [self_mem_nhdsWithin] with a ha
  rw [formFactor_screenedCore ε l m ha hq.ne', div_eq_mul_inv q a]
  rfl

end

end PowerLawPseudopotential
```

```lean
#print axioms PowerLawPseudopotential.invertedPotential_diverges
#print axioms PowerLawPseudopotential.formFactor_screenedCore
#print axioms PowerLawPseudopotential.formFactor_tail
#print axioms PowerLawPseudopotential.formFactor_unscreened
```

```
'PowerLawPseudopotential.invertedPotential_diverges' depends on axioms: [propext, Classical.choice, Quot.sound]
'PowerLawPseudopotential.formFactor_screenedCore' depends on axioms: [propext, Classical.choice, Quot.sound]
'PowerLawPseudopotential.formFactor_tail' depends on axioms: [propext, Classical.choice, Quot.sound]
'PowerLawPseudopotential.formFactor_unscreened' depends on axioms: [propext, Classical.choice, Quot.sound]
```

### What the theorems say about the physics

`invertedPotential ε l u r` is the inversion formula for a radial function `u`, with `deriv (deriv u)` as its second derivative. It has this meaning where `u` is twice differentiable, since Lean sets a derivative that does not exist to 0. The angular momentum `l` is a natural number and the exponent `m` is real. `coreStrength l m` is $C$.

`formFactor V q` is $4\pi\int_0^\infty r^2V(r)\,\mathrm{sinc}(qr)\,dr$, without division by a cell volume. `Real.sinc` is $\sin x/x$ with value 1 at $x=0$, so at zero momentum the definition gives the volume integral of the potential. The closed form needs `q ≠ 0`, because Lean evaluates its division by zero as 0.

`screenedCore ε l m a` subtracts the reference energy from the inverted potential and multiplies by $e^{-ar}$.

The main statements are these:

- `invertedPotential_rpow`: for $r>0$, the inverted potential of $r^m$ is $\varepsilon+C/r^2$.
- `coreStrength_pos_iff`: for $m>0$, $C>0$ if and only if $m>l+1$.
- `invertedPotential_diverges`: for $m>l+1$, the potential tends to $+\infty$ as $r\to0^+$.
- `formFactor_screenedCore`: for $a>0$ and $q\neq0$, $F(q)=4\pi C\arctan(q/a)/q$.
- `formFactor_tail`: for $m>l+1$ and $a>0$, the number $2\pi^2C$ is positive and is the limit of $qF(q)$ as $q\to\infty$.
- `formFactor_unscreened`: for fixed $q>0$, $F(q)\to2\pi^2C/q$ as $a\to0^+$. This is a limit of damped form factors, not an integral evaluated at $a=0$.

The constant $a$ is postulated. It is an inverse length that confines the core to the neighbourhood of the nucleus, as a crude substitute for the core radius beyond which a real pseudopotential takes another form. It is not derived from the response of the valence electrons. "Screened" in the Lean file means only this damping, and `formFactor_unscreened` is not the unscreening step of pseudopotential construction, which subtracts the Hartree and exchange-correlation potentials of the valence electrons.

The model has no matching at a core radius, and the norm-conservation condition plays no part in it. The form factor treats the potential as local, whereas a semilocal pseudopotential has a separate radial potential for each angular-momentum channel, and its plane-wave matrix elements depend on two wavevectors, not only on their difference.

For plane-wave electronic-structure calculations, the result shows how an overly high leading power can produce slowly decaying Fourier components, within this model of a single pure power and a local, exponentially damped core.

### How Lean carries out the derivation

**The inversion.** In `invertedPotential_rpow`, `h1` gives the first derivative throughout a neighbourhood of $r$, which is what a second differentiation requires. `h2` performs that differentiation, and `h3` writes $r^{m-2}$ as $r^m/r^2$. The amplitude $r^m$ is then replaced by a nonzero number `w`, which `field_simp` cancels, and `ring` finishes the algebra.

**Sign and divergence.** `coreStrength_pos_iff` uses the factorisation of $C$ given above. `invertedPotential_diverges` combines $C>0$ with $1/r\to+\infty$ as $r\to0^+$.

**The cosine integral.** `integrableOn_screened` shows that $e^{-ar}$ times a continuous function bounded by one is integrable, by comparison with $e^{-ar}$ itself. In `integral_screened_cos`, `hder` verifies the antiderivative and `hlim` shows that it vanishes at infinity, by bounding the numerator by $|q|+|a|$. The fundamental theorem of calculus on the half-line then gives the value.

**The arctangent.** In `integral_screened_sinc`, `hG` is the differentiation under the integral, with the dominating function $e^{-ar}$ supplied as `bound`. Within it, `hf` rewrites $k\,\mathrm{sinc}(kr)$ as $\sin(kr)/r$, treating $k=0$ separately. `hA` differentiates the arctangent. The difference of the two functions has zero derivative everywhere, so `is_const_of_deriv_eq_zero` equates its values at $q$ and at 0.

**The form factor and its limits.** `formFactor_screenedCore` cancels $r^2$ under the integral, takes $C$ outside and inserts the arctangent. The two limit theorems both rest on `Real.tendsto_arctan_atTop`, since $q/a\to+\infty$ both when $q$ grows and when $a$ shrinks to zero.
